# Force theorem for a quadratic Harris-Foulkes model: the exact remainder

## Physical setting

To find the energy cost of a weak external potential w added to a converged calculation, one can skip the second self-consistency loop: read in the converged density n₀, build the potential from it once, add w, diagonalise once, and take the change in the sum of occupied eigenvalues as the change in total energy. The force theorem of density-functional theory justifies this step to first order in w. In the model below the band energy is exactly quadratic in the potential and the Hartree-exchange-correlation potential exactly linear in the density, so the error of the step has a closed form.

Potentials and densities are vectors in one real inner product space E. The data are the density r at zero potential, the independent-particle response X and the Hartree-xc kernel K, both symmetric linear maps on E. The band energy of a potential v, its output density, and the Harris-Foulkes energy of a density n under w are

B(v) = ⟨r, v⟩ + ⟨v, Xv⟩/2

out(v) = r + Xv

HF(w, n) = B(w + Kn) − ⟨n, Kn⟩/2

Here v = 0 stands for the fixed external potential of the unperturbed system, such as that of the nuclei, and B(v) is counted from the band energy in it. The last term of HF is the double counting: the interaction energy ⟨n, Kn⟩/2 minus ⟨n, Kn⟩, the interaction potential Kn paired with n. A density n is self-consistent under w when n = out(w + Kn).

## Statement

Let n₀ be self-consistent under 0 and n under w. Define the self-consistent change, the frozen-potential change and the remainder by

ΔHF = HF(w, n) − HF(0, n₀)

ΔB = B(Kn₀ + w) − B(Kn₀)

R = ΔHF − ΔB

ΔB is also HF(w, n₀) − HF(0, n₀), because the double-counting term is the same in both. If 1 − XK is invertible, with inverse G, then `force_theorem` states

R = ⟨Xw, K G Xw⟩/2

Without invertibility, `remainder_eq_density_change` gives R = ⟨Xw, K(n − n₀)⟩/2. For the perturbation tw with real t, and n self-consistent under tw, `remainder_scaling` gives R = t² ⟨Xw, K G Xw⟩/2. If ⟨Xv, v⟩ ≤ 0 and ⟨v, Kv⟩ ≥ 0 for all v, `frozenChange_le` gives ΔB ≤ ΔHF, again without invertibility.

## Derivation

Step 1. Expanding B(u + h) for potentials u and h gives the cross terms ⟨u, Xh⟩/2 + ⟨h, Xu⟩/2, which add up to ⟨Xu, h⟩ because X is symmetric. Hence

B(u + h) = B(u) + ⟨out(u), h⟩ + ⟨h, Xh⟩/2

Step 2. Self-consistency reads (1 − XK)n = r + Xw. With invertibility its one solution is n = G(r + Xw).

Step 3. Put d = n − n₀. Subtracting n₀ = r + XKn₀ from n = r + Xw + XKn gives

d = X(w + Kd), that is Xw = d − XKd

Step 4. Expand both band energies about u = Kn₀, where out(u) = n₀. The self-consistent potential is w + Kn = Kn₀ + (w + Kd), so h = w + Kd with Xh = d; the frozen one has h = w:

B(w + Kn) = B(Kn₀) + ⟨n₀, w⟩ + ⟨n₀, Kd⟩ + ⟨w, d⟩/2 + ⟨Kd, d⟩/2

B(Kn₀ + w) = B(Kn₀) + ⟨n₀, w⟩ + ⟨w, Xw⟩/2

Symmetry of K gives

⟨n, Kn⟩ = ⟨n₀, Kn₀⟩ + 2⟨n₀, Kd⟩ + ⟨Kd, d⟩

so the change in double counting removes ⟨n₀, Kd⟩ and ⟨Kd, d⟩/2, leaving

ΔHF = ⟨n₀, w⟩ + ⟨w, d⟩/2, ΔB = ⟨n₀, w⟩ + ⟨w, Xw⟩/2

By step 3, ⟨w, d⟩ = ⟨w, Xw⟩ + ⟨w, XKd⟩ = ⟨w, Xw⟩ + ⟨Xw, Kd⟩, and therefore R = ⟨Xw, Kd⟩/2.

Step 5. Step 2 gives d = G(r + Xw) − Gr = G Xw, which turns step 4 into the main formula. Replacing w by tw pulls one factor t from each slot of the inner product.

Step 6. Inserting Xw = d − XKd gives

R = ⟨d, Kd⟩/2 − ⟨X(Kd), Kd⟩/2

and both terms are non-negative under the sign hypotheses.

For an instance on E = ℝ take r = 1, X = −1, K = 1, w = 1, so that B(v) = v − v²/2 and G = 1/2. Then n₀ = 1 − n₀ gives n₀ = 1/2, and n = 1 − (1 + n) gives n = 0. The energies are HF(0, n₀) = 3/8 − 1/8 = 1/4 and HF(1, n) = B(1) = 1/2, so ΔHF = 1/4, while ΔB = B(3/2) − B(1/2) = 3/8 − 3/8 = 0. The formula agrees: (−1)(1)(1/2)(−1)/2 = 1/4. These numbers test only the algebra: w is not small, and the frozen potential 3/2 has the output density 1 − 3/2 = −1/2, which is negative and so not a physical electron density. In the non-interacting limit K = 0 one has G = 1 and R = 0, so the frozen-potential change is exact.

## What the formal version assumes

`E` is a real inner product space of any dimension, with no completeness required. `X` and `K` have type `Module.End ℝ E`: linear maps defined on all of `E`, not assumed continuous, with `X * K` the composition that applies K first. `LinearMap.IsSymmetric X` says ⟨Xa, b⟩ = ⟨a, Xb⟩ for all a and b. The definitions `band`, `out`, `energy`, `frozenChange` and `remainder` are B, out, HF, ΔB and R, and `IsSelfConsistent r X K w n` is the fixed-point equation. `invDielectric X K` is G, written with `Ring.inverse`, which returns 0 for a non-invertible argument; every theorem that mentions it carries `IsUnit (1 - X * K)`, a two-sided linear inverse.

Symmetry, invertibility and the signs of X and K are hypotheses, not consequences of a Hamiltonian. Positivity of K in particular can fail once exchange and correlation are included. The model has no orbitals, occupations, Fermi level or fixed electron number, and no terms beyond second order in B or in the interaction energy. The first-order validity of the frozen step appears as the identity with the factor `t ^ 2`; its use for a real Kohn-Sham functional, where higher-order terms are added to R, rests on the usual perturbation argument and not on these theorems.

In Lean 4 with Mathlib:

```lean
import Mathlib

open scoped InnerProductSpace

namespace HarrisFoulkesForceTheorem

noncomputable section

variable {E : Type*} [NormedAddCommGroup E] [InnerProductSpace ℝ E]

/-- Quadratic band energy `B(v) = ⟨r,v⟩ + ⟨v,Xv⟩/2` of a one-particle potential `v`. -/
def band (r : E) (X : Module.End ℝ E) (v : E) : ℝ :=
  ⟪r, v⟫_ℝ + ⟪v, X v⟫_ℝ / 2

/-- Output density `r + Xv` produced by the potential `v`. -/
def out (r : E) (X : Module.End ℝ E) (v : E) : E :=
  r + X v

/-- The density `n` is self-consistent under the external perturbation `w`:
`n = r + X(w + Kn)`. -/
def IsSelfConsistent (r : E) (X K : Module.End ℝ E) (w n : E) : Prop :=
  n = out r X (w + K n)

/-- Harris-Foulkes energy `B(w + Kn) - ⟨n,Kn⟩/2`: band energy of the potential built from
the density `n`, minus the double-counting term. -/
def energy (r : E) (X K : Module.End ℝ E) (w n : E) : ℝ :=
  band r X (w + K n) - ⟪n, K n⟫_ℝ / 2

/-- Change of band energy `B(K n₀ + w) - B(K n₀)` when `w` is added to the frozen
potential `K n₀`. -/
def frozenChange (r : E) (X K : Module.End ℝ E) (n₀ w : E) : ℝ :=
  band r X (K n₀ + w) - band r X (K n₀)

/-- The energy change from `(0, n₀)` to `(w, n)` minus the frozen-potential band energy
change. -/
def remainder (r : E) (X K : Module.End ℝ E) (w n₀ n : E) : ℝ :=
  energy r X K w n - energy r X K 0 n₀ - frozenChange r X K n₀ w

/-- The inverse of `1 - XK`, acting on densities, when `1 - XK` is invertible, and `0` otherwise. -/
def invDielectric (X K : Module.End ℝ E) : Module.End ℝ E :=
  Ring.inverse (1 - X * K)

/-- For symmetric `X`, exact second-order expansion of the band energy about `u`: the linear term is the
output density of `u` and the quadratic term is `⟨h,Xh⟩/2`. -/
theorem band_add (r : E) {X : Module.End ℝ E} (hX : LinearMap.IsSymmetric X) (u h : E) :
    band r X (u + h) = band r X u + ⟪out r X u, h⟫_ℝ + ⟪h, X h⟫_ℝ / 2 := by
  have s1 := hX u h
  have s2 := real_inner_comm h (X u)
  simp only [band, out, map_add, inner_add_left, inner_add_right]
  linarith

/-- If `1 - XK` is invertible, a density is self-consistent under `w` exactly when it equals
`(1 - XK)⁻¹ (r + Xw)`. -/
theorem selfConsistent_iff (r : E) {X K : Module.End ℝ E} (hu : IsUnit (1 - X * K))
    (w n : E) : IsSelfConsistent r X K w n ↔ n = invDielectric X K (r + X w) := by
  have key : IsSelfConsistent r X K w n ↔ (1 - X * K) n = r + X w := by
    show n = r + X (w + K n) ↔ n - X (K n) = r + X w
    rw [map_add, sub_eq_iff_eq_add, add_assoc]
  rw [key, invDielectric]
  constructor
  · intro h
    rw [← h, ← Module.End.mul_apply, Ring.inverse_mul_cancel _ hu, Module.End.one_apply]
  · intro h
    rw [h, ← Module.End.mul_apply, Ring.mul_inverse_cancel _ hu, Module.End.one_apply]

/-- The self-consistent density change `d = n - n₀` obeys `Xw = d - XKd`. -/
theorem density_change {r : E} {X K : Module.End ℝ E} {w n₀ n : E}
    (h0 : IsSelfConsistent r X K 0 n₀) (h1 : IsSelfConsistent r X K w n) :
    X w = (n - n₀) - X (K (n - n₀)) := by
  have a : n₀ - (r + X (0 + K n₀)) = 0 := sub_eq_zero.mpr h0
  have b : n - (r + X (w + K n)) = 0 := sub_eq_zero.mpr h1
  rw [zero_add] at a
  rw [map_add] at b
  rw [map_sub, map_sub]
  linear_combination (norm := module) a - b

/-- For symmetric `X`, `K` and self-consistent densities `n₀` (no perturbation) and `n` (perturbation `w`), the
energy change minus the frozen-potential change is `⟨Xw, K(n - n₀)⟩/2`. -/
theorem remainder_eq_density_change {r : E} {X K : Module.End ℝ E}
    (hX : LinearMap.IsSymmetric X) (hK : LinearMap.IsSymmetric K) {w n₀ n : E}
    (h0 : IsSelfConsistent r X K 0 n₀) (h1 : IsSelfConsistent r X K w n) :
    remainder r X K w n₀ n = ⟪X w, K (n - n₀)⟫_ℝ / 2 := by
  have hdc := density_change h0 h1
  obtain ⟨d, rfl⟩ : ∃ d, n = n₀ + d := ⟨n - n₀, by abel⟩
  rw [add_sub_cancel_left] at hdc ⊢
  have hd : X (w + K d) = d := by rw [map_add, hdc, sub_add_cancel]
  have ho : out r X (K n₀) = n₀ := by
    have h := h0
    unfold IsSelfConsistent at h
    rw [zero_add] at h
    exact h.symm
  -- expand both band energies about the unperturbed potential `K n₀`
  have T1 := band_add r hX (K n₀) (w + K d)
  have T2 := band_add r hX (K n₀) w
  rw [ho, hd, inner_add_left, inner_add_right] at T1
  rw [ho] at T2
  have e1 : w + K (n₀ + d) = K n₀ + (w + K d) := by rw [map_add]; abel
  have a1 : ⟪w, d⟫_ℝ = ⟪w, X w⟫_ℝ + ⟪X w, K d⟫_ℝ := by
    calc ⟪w, d⟫_ℝ = ⟪w, X (w + K d)⟫_ℝ := by rw [hd]
      _ = ⟪w, X w⟫_ℝ + ⟪X w, K d⟫_ℝ := by rw [map_add, inner_add_right, hX w (K d)]
  -- expand `⟨n, Kn⟩`; its change cancels `⟨n₀, Kd⟩` and `⟨Kd, d⟩/2` in the band energy
  have a2 : ⟪n₀ + d, K (n₀ + d)⟫_ℝ
      = ⟪n₀, K n₀⟫_ℝ + 2 * ⟪n₀, K d⟫_ℝ + ⟪K d, d⟫_ℝ := by
    have s1 := hK n₀ d
    have s2 := real_inner_comm (K n₀) d
    have s3 := hK d d
    rw [map_add, inner_add_left, inner_add_right, inner_add_right]
    linarith
  unfold remainder energy frozenChange
  rw [a2, e1, T1, T2, zero_add]
  linarith

/-- Force theorem: for symmetric `X`, `K` with `1 - XK` invertible, the self-consistent energy
change minus the frozen-potential band energy change is `⟨Xw, K(1 - XK)⁻¹ Xw⟩/2`. -/
theorem force_theorem {r : E} {X K : Module.End ℝ E}
    (hX : LinearMap.IsSymmetric X) (hK : LinearMap.IsSymmetric K)
    (hu : IsUnit (1 - X * K)) {w n₀ n : E}
    (h0 : IsSelfConsistent r X K 0 n₀) (h1 : IsSelfConsistent r X K w n) :
    energy r X K w n - energy r X K 0 n₀ - frozenChange r X K n₀ w
      = ⟪X w, K (invDielectric X K (X w))⟫_ℝ / 2 := by
  -- the density change is the screened response `(1 - XK)⁻¹ Xw`
  have hd : n - n₀ = invDielectric X K (X w) := by
    rw [(selfConsistent_iff r hu w n).mp h1, (selfConsistent_iff r hu 0 n₀).mp h0,
      map_zero, add_zero, map_add, add_sub_cancel_left]
  rw [← hd]
  exact remainder_eq_density_change hX hK h0 h1

/-- For symmetric `X`, `K` with `1 - XK` invertible, `n₀` self-consistent under `0` and `n` under the scaled perturbation `t w`, the remainder is `t²` times
`⟨Xw, K(1 - XK)⁻¹ Xw⟩/2`. -/
theorem remainder_scaling {r : E} {X K : Module.End ℝ E}
    (hX : LinearMap.IsSymmetric X) (hK : LinearMap.IsSymmetric K)
    (hu : IsUnit (1 - X * K)) (t : ℝ) {w n₀ n : E}
    (h0 : IsSelfConsistent r X K 0 n₀) (h1 : IsSelfConsistent r X K (t • w) n) :
    remainder r X K (t • w) n₀ n
      = t ^ 2 * (⟪X w, K (invDielectric X K (X w))⟫_ℝ / 2) := by
  rw [remainder, force_theorem hX hK hu h0 h1]
  simp only [map_smul, real_inner_smul_left, real_inner_smul_right]
  ring

/-- For symmetric `X`, `K` with `X` negative semidefinite and `K` positive semidefinite, and `n₀`, `n` self-consistent under `0` and `w`,
the frozen-potential change is at most the self-consistent energy change. -/
theorem frozenChange_le {r : E} {X K : Module.End ℝ E}
    (hX : LinearMap.IsSymmetric X) (hK : LinearMap.IsSymmetric K)
    (hXneg : ∀ v, ⟪X v, v⟫_ℝ ≤ 0) (hKpos : ∀ v, 0 ≤ ⟪v, K v⟫_ℝ) {w n₀ n : E}
    (h0 : IsSelfConsistent r X K 0 n₀) (h1 : IsSelfConsistent r X K w n) :
    frozenChange r X K n₀ w ≤ energy r X K w n - energy r X K 0 n₀ := by
  have h := remainder_eq_density_change hX hK h0 h1
  rw [density_change h0 h1, inner_sub_left, remainder] at h
  have p1 := hXneg (K (n - n₀))
  have p2 := hKpos (n - n₀)
  linarith

/-- One-dimensional instance `r = 1`, `X = -1`, `K = 1`, `w = 1`, `n₀ = 1/2`, `n = 0`:
symmetry, invertibility and self-consistency hold, and the remainder is `1/4`. -/
theorem force_theorem_witness :
    LinearMap.IsSymmetric (-1 : Module.End ℝ ℝ) ∧ LinearMap.IsSymmetric (1 : Module.End ℝ ℝ) ∧
    IsUnit (1 - (-1) * 1 : Module.End ℝ ℝ) ∧
    IsSelfConsistent (1 : ℝ) (-1) 1 0 (1 / 2) ∧ IsSelfConsistent (1 : ℝ) (-1) 1 1 0 ∧
    remainder (1 : ℝ) (-1) 1 1 (1 / 2) 0 = 1 / 4 := by
  have hX : LinearMap.IsSymmetric (-1 : Module.End ℝ ℝ) := by
    intro x y
    simp
  have hK : LinearMap.IsSymmetric (1 : Module.End ℝ ℝ) := fun _ _ => rfl
  have h0 : IsSelfConsistent (1 : ℝ) (-1) 1 0 (1 / 2) := by
    show (1 / 2 : ℝ) = 1 + -(0 + 1 / 2)
    norm_num
  have h1 : IsSelfConsistent (1 : ℝ) (-1) 1 1 0 := by
    show (0 : ℝ) = 1 + -(1 + 0)
    norm_num
  refine ⟨hX, hK, ?_, h0, h1, ?_⟩
  · have e : (1 - (-1) * 1 : Module.End ℝ ℝ) = algebraMap ℝ (Module.End ℝ ℝ) 2 := by
      rw [map_ofNat]
      norm_num
    rw [e]
    exact (IsUnit.mk0 (2 : ℝ) two_ne_zero).map _
  · rw [remainder_eq_density_change hX hK h0 h1]
    show ((0 - 1 / 2 : ℝ) * -1) / 2 = 1 / 4
    norm_num

end

end HarrisFoulkesForceTheorem
```

```lean
#print axioms HarrisFoulkesForceTheorem.remainder_scaling
#print axioms HarrisFoulkesForceTheorem.frozenChange_le
```

```
'HarrisFoulkesForceTheorem.remainder_scaling' depends on axioms: [propext, Classical.choice, Quot.sound]
'HarrisFoulkesForceTheorem.frozenChange_le' depends on axioms: [propext, Classical.choice, Quot.sound]
```

## Notes on the proof

`band_add` is step 1. After the expansion by bilinearity, `s1` (symmetry of X) and `s2` (symmetry of the real inner product) let `linarith` merge the cross terms.

`selfConsistent_iff` is step 2. The equivalence `key` rewrites the fixed point as `(1 - X * K) n = r + X w`; `Ring.inverse_mul_cancel` then gives uniqueness and `Ring.mul_inverse_cancel` shows that G(r + Xw) is a solution.

`density_change` is step 3: `a` and `b` are the two self-consistency equations moved to one side, and the goal is the combination `a - b`.

`remainder_eq_density_change` is step 4. It substitutes `n = n₀ + d`, obtains `hd` (X(w + Kd) = d) and `ho` (out(Kn₀) = n₀), and uses them in `T1` and `T2`, the two expansions about Kn₀. The identity `e1` regroups the potential, `a1` splits ⟨w, d⟩, `a2` expands ⟨n, Kn⟩, and the closing `linarith` performs the cancellation.

`force_theorem` and `remainder_scaling` are step 5: `hd` subtracts the two closed forms of the density, and the scaling follows from `map_smul` with the rules for scalars in each slot. `frozenChange_le` is step 6, with `p1` the sign of X at the vector Kd and `p2` the sign of K at d.

`force_theorem_witness` is the numerical instance. It checks symmetry and both fixed points, identifies 1 − XK with multiplication by 2 to get invertibility, and evaluates the remainder as ⟨Xw, Kd⟩/2 with Xw = −1 and d = −1/2.
